# The lower-band Berry curvature of a massive Dirac cone integrates to $2\pi\cdot\mathrm{sign}(m)/2$

**Q.** A two-dimensional insulator is tuned through a band inversion. Near the momentum where the gap closes, its two bands are described by $H=\mathbf d\cdot\boldsymbol\sigma$ with $\mathbf d=(k_x,k_y,m)$, where $\boldsymbol\sigma$ are the Pauli matrices and the gap is $2|m|$. I am told that this cone contributes $\pm\tfrac12$ to the Chern number. Chern numbers are integers, so what does the formal statement actually compute?

**A.** For $m\neq0$, it computes the Berry curvature of the lower band, integrated over the whole momentum plane and divided by $2\pi$. With the Berry connection $i\langle u|\nabla_k u\rangle$, where $|u\rangle$ is the normalised eigenvector of the band, the result is $\mathrm{sign}(m)/2$. The plane is not a closed surface, and the direction of $\mathbf d$ has no single limit at infinity that would close it, so nothing forces an integer. The unit vector $\hat d=\mathbf d/|\mathbf d|$ covers only one open hemisphere: at $k=0$ it points to a pole, and as $k\to\infty$ it approaches the equator.

The definitions use real momenta and a real mass, with the velocity and $\hbar$ set to one. `energy` is $E=|\mathbf d|$, `dHat` is $\hat d$ as a three-component real vector, and `berryCurvature` is

$$\Omega=\tfrac12\,\hat d\cdot(\partial_{k_x}\hat d\times\partial_{k_y}\hat d).$$

```lean
import Mathlib

open MeasureTheory Set Filter Topology Matrix

namespace MassiveDiracCone

noncomputable section

/-- The length `√(kx² + ky² + m²)` of the vector `d = (kx, ky, m)`. -/
def energy (m kx ky : ℝ) : ℝ := √(kx ^ 2 + ky ^ 2 + m ^ 2)

/-- The unit vector along `d = (kx, ky, m)`, meaningful where `d` is nonzero. -/
def dHat (m kx ky : ℝ) : Fin 3 → ℝ :=
  ![kx / energy m kx ky, ky / energy m kx ky, m / energy m kx ky]

/-- The Berry curvature in its two-band form: half the triple product of the unit vector
with its two momentum derivatives, meaningful where `d` is nonzero. -/
def berryCurvature (m kx ky : ℝ) : ℝ :=
  1 / 2 * (dHat m kx ky ⬝ᵥ
    ((deriv (fun x => dHat m x ky) kx) ⨯₃ (deriv (fun y => dHat m kx y) ky)))

/-- The contribution of the cone to the Chern number: the Berry curvature integrated over
the momentum plane and divided by `2π`. -/
def chernContribution (m : ℝ) : ℝ :=
  1 / (2 * Real.pi) * ∫ p : ℝ × ℝ, berryCurvature m p.1 p.2
```

**Q.** I see no Hamiltonian and no Bloch states there. Is the physics in the definition?

**A.** Part of it is. The two-band formula is taken as the definition of the curvature; its derivation from eigenstates is not included. Its sign is that of the lower band when the Berry connection is $i\langle u|\nabla_k u\rangle$, and the upper band has the opposite sign. The derivatives, however, are genuine derivatives of $\hat d$, so the closed form of $\Omega$ has to be earned.

**Q.** Then earn it by hand first.

**A.** For constants $a$ and $c>0$,

$$\frac{d}{dx}\frac{a}{\sqrt{x^2+c}}=-\frac{ax}{(x^2+c)^{3/2}},\qquad
\frac{d}{dx}\frac{x}{\sqrt{x^2+c}}=\frac{(x^2+c)-x^2}{(x^2+c)^{3/2}}=\frac{c}{(x^2+c)^{3/2}}.$$

With $c=k_y^2+m^2$ for the first derivative and $c=k_x^2+m^2$ for the second,

$$\partial_{k_x}\hat d=\frac{(k_y^2+m^2,\,-k_xk_y,\,-mk_x)}{E^3},\qquad
\partial_{k_y}\hat d=\frac{(-k_xk_y,\,k_x^2+m^2,\,-mk_y)}{E^3}.$$

The cross product of the two numerators has the components

$$\begin{aligned}
mk_xk_y^2+mk_x(k_x^2+m^2)&=mk_xE^2,\\
mk_x^2k_y+mk_y(k_y^2+m^2)&=mk_yE^2,\\
(k_y^2+m^2)(k_x^2+m^2)-k_x^2k_y^2&=m^2E^2.
\end{aligned}$$

The full cross product is therefore $mE^2\,\mathbf d/E^6=m\,\mathbf d/E^4$. Its scalar product with $\hat d=\mathbf d/E$ is $m/E^3$, and

$$\Omega=\frac{m}{2(k_x^2+k_y^2+m^2)^{3/2}}.$$

**Q.** Does the Lean proof take the same route?

**A.** Yes. `hasDerivAt_div_sqrt` contains the two one-variable derivatives, and `hasDerivAt_dHat` applies them component by component. `berryCurvature_eq` inserts the results into the triple product. Its intermediate expression, $m(k_x^2+k_y^2+m^2)^2/(2E^7)$, shows the two factors of $E^2$ just before they cancel. The small lemma `rpow_three_halves` translates between the power $3/2$ and the cube of a square root.

```lean
/-- For nonnegative `x`, the power `3/2` is the cube of the square root. -/
theorem rpow_three_halves {x : ℝ} (hx : 0 ≤ x) : x ^ (3 / 2 : ℝ) = (√x) ^ 3 := by
  rw [Real.sqrt_eq_rpow, ← Real.rpow_natCast, ← Real.rpow_mul hx]
  norm_num

/-- For `c > 0`, the derivatives of `a / √(x² + c)` and of `x / √(x² + c)`. -/
theorem hasDerivAt_div_sqrt {c : ℝ} (hc : 0 < c) (a x : ℝ) :
    HasDerivAt (fun t : ℝ => a / √(t ^ 2 + c)) (-(a * x) / (√(x ^ 2 + c)) ^ 3) x ∧
    HasDerivAt (fun t : ℝ => t / √(t ^ 2 + c)) (c / (√(x ^ 2 + c)) ^ 3) x := by
  have hp : 0 < x ^ 2 + c := by positivity
  have h0 : √(x ^ 2 + c) ≠ 0 := (Real.sqrt_pos.2 hp).ne'
  have h1 : HasDerivAt (fun t : ℝ => t ^ 2 + c) (2 * x) x :=
    (((hasDerivAt_id' x).fun_pow 2).add_const c).congr_deriv (by norm_num)
  have h2 : HasDerivAt (fun t : ℝ => √(t ^ 2 + c)) (x / √(x ^ 2 + c)) x :=
    (h1.sqrt hp.ne').congr_deriv (mul_div_mul_left _ _ two_ne_zero)
  have key : ∀ s : ℝ, s ≠ 0 → s ^ 2 = x ^ 2 + c →
      (1 * s - x * (x / s)) / s ^ 2 = c / s ^ 3 := by
    intro s hs h
    have h' : c = s ^ 2 - x ^ 2 := by linarith
    rw [h']
    field_simp
  exact ⟨((hasDerivAt_const x a).fun_div h2 h0).congr_deriv (by ring),
    ((hasDerivAt_id' x).fun_div h2 h0).congr_deriv (key _ h0 (Real.sq_sqrt hp.le))⟩

/-- The two momentum derivatives of the unit vector for nonzero mass. -/
theorem hasDerivAt_dHat {m : ℝ} (hm : m ≠ 0) (kx ky : ℝ) :
    HasDerivAt (fun x => dHat m x ky) ![(ky ^ 2 + m ^ 2) / energy m kx ky ^ 3,
      -(ky * kx) / energy m kx ky ^ 3, -(m * kx) / energy m kx ky ^ 3] kx ∧
    HasDerivAt (fun y => dHat m kx y) ![-(kx * ky) / energy m kx ky ^ 3,
      (kx ^ 2 + m ^ 2) / energy m kx ky ^ 3, -(m * ky) / energy m kx ky ^ 3] ky := by
  have hx : ∀ x, energy m x ky = √(x ^ 2 + (ky ^ 2 + m ^ 2)) := fun x => by
    rw [energy, add_assoc]
  have hy : ∀ y, energy m kx y = √(y ^ 2 + (kx ^ 2 + m ^ 2)) := fun y => by
    rw [energy, show kx ^ 2 + y ^ 2 + m ^ 2 = y ^ 2 + (kx ^ 2 + m ^ 2) by ring]
  have cx : 0 < ky ^ 2 + m ^ 2 := by positivity
  have cy : 0 < kx ^ 2 + m ^ 2 := by positivity
  constructor
  · have h0 : HasDerivAt (fun x => x / energy m x ky)
        ((ky ^ 2 + m ^ 2) / energy m kx ky ^ 3) kx := by
      simpa only [hx] using (hasDerivAt_div_sqrt cx 0 kx).2
    have h1 : ∀ a, HasDerivAt (fun x => a / energy m x ky)
        (-(a * kx) / energy m kx ky ^ 3) kx := fun a => by
      simpa only [hx] using (hasDerivAt_div_sqrt cx a kx).1
    refine hasDerivAt_pi.2 fun i => ?_
    fin_cases i
    exacts [h0, h1 ky, h1 m]
  · have h0 : HasDerivAt (fun y => y / energy m kx y)
        ((kx ^ 2 + m ^ 2) / energy m kx ky ^ 3) ky := by
      simpa only [hy] using (hasDerivAt_div_sqrt cy 0 ky).2
    have h1 : ∀ a, HasDerivAt (fun y => a / energy m kx y)
        (-(a * ky) / energy m kx ky ^ 3) ky := fun a => by
      simpa only [hy] using (hasDerivAt_div_sqrt cy a ky).1
    refine hasDerivAt_pi.2 fun i => ?_
    fin_cases i
    exacts [h1 kx, h0, h1 m]

/-- For nonzero mass the Berry curvature of the cone is `m / (2 (k² + m²)^(3/2))`. -/
theorem berryCurvature_eq {m : ℝ} (hm : m ≠ 0) (kx ky : ℝ) :
    berryCurvature m kx ky = m / (2 * (kx ^ 2 + ky ^ 2 + m ^ 2) ^ (3 / 2 : ℝ)) := by
  have hp : 0 < kx ^ 2 + ky ^ 2 + m ^ 2 := by positivity
  have hs : energy m kx ky ^ 2 = kx ^ 2 + ky ^ 2 + m ^ 2 := Real.sq_sqrt hp.le
  have h0 : energy m kx ky ≠ 0 := (Real.sqrt_pos.2 hp).ne'
  rw [berryCurvature, (hasDerivAt_dHat hm kx ky).1.deriv,
    (hasDerivAt_dHat hm kx ky).2.deriv, rpow_three_halves hp.le, cross_apply]
  change _ = m / (2 * energy m kx ky ^ 3)
  simp only [dHat, dotProduct, Fin.sum_univ_three, Matrix.cons_val]
  generalize energy m kx ky = e at *
  -- the triple product collects two factors of `|d|²`
  trans m * (kx ^ 2 + ky ^ 2 + m ^ 2) ^ 2 / (2 * e ^ 7)
  · ring
  · rw [← hs]
    field_simp
```

**Q.** Now the integral. Where does the sign of $m$ come from?

**A.** From the lower limit. In polar coordinates the area element supplies a factor $k$, which leaves the radial density $mk/\bigl(2(k^2+m^2)^{3/2}\bigr)$. An antiderivative is

$$F(k)=-\frac{m}{2\sqrt{k^2+m^2}}.$$

It tends to $0$ at infinity, while $F(0)=-m/(2|m|)=-\mathrm{sign}(m)/2$. Hence

$$\int_0^\infty\frac{mk}{2(k^2+m^2)^{3/2}}\,dk=0-F(0)=\frac{\mathrm{sign}(m)}2.$$

**Q.** That assumes the integral converges.

**A.** Convergence is part of the theorem. `radial_integral` states, for every `m ≠ 0`, both `IntegrableOn` on `Ioi 0`, the open half-line $(0,\infty)$, and the value `Real.sign m / 2`. The density has the sign of $m$ throughout, so $F$ is monotone, and its finite limit bounds the integral of the absolute value. The proof treats negative and positive mass separately for this purpose. It obtains the limit from $\sqrt{t^2+m^2}\ge t$, and `half_sign` identifies the boundary term at $k=0$.

```lean
/-- For nonzero mass, half the sign of `m` is `m / (2 |d|)` at the centre of the cone. -/
theorem half_sign {m : ℝ} (hm : m ≠ 0) :
    Real.sign m / 2 = m / 2 / √((0 : ℝ) ^ 2 + m ^ 2) := by
  have h1 : m * m⁻¹ = 1 := mul_inv_cancel₀ hm
  rw [zero_pow two_ne_zero, zero_add, Real.sqrt_sq_eq_abs]
  rcases lt_or_gt_of_ne hm with h | h
  · rw [Real.sign_of_neg h, abs_of_neg h]
    linear_combination (1 / 2) * h1
  · rw [Real.sign_of_pos h, abs_of_pos h]
    linear_combination (-1 / 2) * h1

/-- For nonzero mass, `-m / (2 √(k² + m²))` is an antiderivative of the radial density. -/
theorem hasDerivAt_radial {m : ℝ} (hm : m ≠ 0) (k : ℝ) :
    HasDerivAt (fun t : ℝ => (-m / 2) / √(t ^ 2 + m ^ 2))
      (m * k / (2 * (k ^ 2 + m ^ 2) ^ (3 / 2 : ℝ))) k := by
  refine (hasDerivAt_div_sqrt (by positivity : 0 < m ^ 2) (-m / 2) k).1.congr_deriv ?_
  rw [rpow_three_halves (by positivity)]
  ring

/-- For nonzero mass, the radial density `m k / (2 (k² + m²)^(3/2))` is integrable on
`(0, ∞)` and its integral is `sign(m) / 2`. -/
theorem radial_integral {m : ℝ} (hm : m ≠ 0) :
    IntegrableOn (fun k : ℝ => m * k / (2 * (k ^ 2 + m ^ 2) ^ (3 / 2 : ℝ))) (Ioi 0) ∧
    ∫ k in Ioi (0 : ℝ), m * k / (2 * (k ^ 2 + m ^ 2) ^ (3 / 2 : ℝ)) = Real.sign m / 2 := by
  have hlim : Tendsto (fun t : ℝ => (-m / 2) / √(t ^ 2 + m ^ 2)) atTop (𝓝 0) := by
    refine Tendsto.const_div_atTop (tendsto_atTop_mono (fun t => ?_) tendsto_id) _
    exact (le_abs_self t).trans (Real.abs_le_sqrt (by nlinarith [sq_nonneg m]))
  -- the density has the sign of `m`, so the finite limit gives integrability
  have hint : IntegrableOn
      (fun k : ℝ => m * k / (2 * (k ^ 2 + m ^ 2) ^ (3 / 2 : ℝ))) (Ioi 0) := by
    rcases lt_or_gt_of_ne hm with h | h
    · exact integrableOn_Ioi_deriv_of_nonpos' (fun k _ => hasDerivAt_radial hm k)
        (fun k hk => div_nonpos_of_nonpos_of_nonneg
          (mul_nonpos_of_nonpos_of_nonneg h.le (mem_Ioi.1 hk).le) (by positivity)) hlim
    · exact integrableOn_Ioi_deriv_of_nonneg' (fun k _ => hasDerivAt_radial hm k)
        (fun k hk => div_nonneg (mul_nonneg h.le (mem_Ioi.1 hk).le) (by positivity)) hlim
  refine ⟨hint, (integral_Ioi_of_hasDerivAt_of_tendsto'
    (fun k _ => hasDerivAt_radial hm k) hint hlim).trans ?_⟩
  rw [half_sign hm]
  ring
```

**Q.** My numerical momentum grid stops somewhere. What do I lose?

**A.** With a cutoff $K\ge0$ the same antiderivative gives

$$F(K)-F(0)=\frac{\mathrm{sign}(m)}2-\frac{m}{2\sqrt{K^2+m^2}}.$$

Take $m=3$ and $K=4$. The square root is $5$, and the integral is $\tfrac12-\tfrac3{10}=\tfrac15$, well short of $\tfrac12$. For $m=-3$ it is $-\tfrac15$.

`radial_integral_cutoff` proves this formula. Integrability on the finite interval is inherited from the half-line, and the fundamental theorem of calculus does the rest.

```lean
/-- For nonzero mass and a momentum cutoff `K ≥ 0`, the radial integral up to `K` equals
`sign(m) / 2 - m / (2 √(K² + m²))`. -/
theorem radial_integral_cutoff {m K : ℝ} (hm : m ≠ 0) (hK : 0 ≤ K) :
    ∫ k in (0 : ℝ)..K, m * k / (2 * (k ^ 2 + m ^ 2) ^ (3 / 2 : ℝ)) =
      Real.sign m / 2 - m / (2 * √(K ^ 2 + m ^ 2)) := by
  refine (intervalIntegral.integral_eq_sub_of_hasDerivAt
    (fun k _ => hasDerivAt_radial hm k)
    ((intervalIntegrable_iff_integrableOn_Ioc_of_le hK).2
      ((radial_integral hm).1.mono_set Ioc_subset_Ioi_self))).trans ?_
  rw [half_sign hm]
  ring
```

**Q.** How would I meet this in a calculation?

**A.** Suppose a code samples the lower band's Berry curvature on a momentum grid and adds up curvature times cell area inside a disc of radius $K$ around the Dirac point. For this continuum model, the converged sum divided by $2\pi$ should approach the cutoff formula, not $\pm\tfrac12$. The missing fraction is $|m|/\sqrt{K^2+m^2}$: about ten per cent at $K=10|m|$, and about one per cent at $K=100|m|$. The grid must also resolve the curvature peak, whose width is of order $|m|$. Refining the grid at fixed $K$ removes the discretisation error but leaves the cutoff deficit untouched.

**Q.** So far you have a radial integral. I asked about the plane.

**A.** The curvature depends only on $k=\sqrt{k_x^2+k_y^2}$, so the angle contributes a factor $2\pi$:

$$\frac1{2\pi}\int_{\mathbb R^2}\Omega\,dk_x\,dk_y
=\frac1{2\pi}\cdot2\pi\cdot\frac{\mathrm{sign}(m)}2=\frac{\mathrm{sign}(m)}2.$$

`chernContribution_eq` states this value for every nonzero $m$, together with the integrability of $\Omega$ over the plane. The proof changes to polar coordinates, with the angle in $(-\pi,\pi)$, uses $\cos^2+\sin^2=1$ to remove the angle from the integrand, and factors the double integral.

**Q.** And integrability over the plane?

**A.** By hand, it follows from the fixed sign of $\Omega$ and the finite iterated integral. The Lean proof is shorter: Lean assigns the value zero to the integral of a non-integrable function, whereas this integral has been computed as $\pi\,\mathrm{sign}(m)\neq0$. The change of variables and the factorisation used to compute it do not require integrability beforehand, so the argument is not circular.

```lean
/-- For nonzero mass, the Berry curvature is integrable over the momentum plane and the
cone contributes `sign(m) / 2` to the Chern number. -/
theorem chernContribution_eq {m : ℝ} (hm : m ≠ 0) :
    Integrable (fun p : ℝ × ℝ => berryCurvature m p.1 p.2) ∧
    chernContribution m = Real.sign m / 2 := by
  have hang : ∫ _ in Ioo (-Real.pi) Real.pi, (1 : ℝ) = 2 * Real.pi := by
    rw [← integral_Ioc_eq_integral_Ioo,
      ← intervalIntegral.integral_of_le (by linarith [Real.pi_pos]),
      intervalIntegral.integral_const, smul_eq_mul]
    ring
  -- in polar coordinates the integrand does not depend on the angle
  have hp : ∀ p : ℝ × ℝ,
      p.1 • berryCurvature m (polarCoord.symm p).1 (polarCoord.symm p).2 =
        m * p.1 / (2 * (p.1 ^ 2 + m ^ 2) ^ (3 / 2 : ℝ)) * 1 := by
    intro p
    have h : (p.1 * Real.cos p.2) ^ 2 + (p.1 * Real.sin p.2) ^ 2 = p.1 ^ 2 := by
      linear_combination p.1 ^ 2 * Real.sin_sq_add_cos_sq p.2
    rw [berryCurvature_eq hm, polarCoord_symm_apply]
    change p.1 * (m / (2 * ((p.1 * Real.cos p.2) ^ 2 + (p.1 * Real.sin p.2) ^ 2
      + m ^ 2) ^ (3 / 2 : ℝ))) = _
    rw [h]
    ring
  have hI : ∫ p : ℝ × ℝ, berryCurvature m p.1 p.2 = Real.pi * Real.sign m := by
    rw [← integral_comp_polarCoord_symm (fun p : ℝ × ℝ => berryCurvature m p.1 p.2)]
    simp only [hp]
    refine (setIntegral_prod_mul (μ := volume) (ν := volume)
      (fun k : ℝ => m * k / (2 * (k ^ 2 + m ^ 2) ^ (3 / 2 : ℝ))) (fun _ : ℝ => (1 : ℝ))
      (Ioi 0) (Ioo (-Real.pi) Real.pi)).trans ?_
    rw [hang, (radial_integral hm).2]
    ring
  constructor
  · -- a non-integrable function would have integral zero in Lean
    by_contra h
    exact mul_ne_zero Real.pi_ne_zero (mt Real.sign_eq_zero_iff.1 hm)
      (hI.symm.trans (integral_undef h))
  · have hpi := Real.pi_ne_zero
    rw [chernContribution, hI]
    field_simp
```

**Q.** What, then, can I say about the band inversion?

**A.** For $m>0$, the contributions of the cones with masses $m$ and $-m$ differ by

$$\frac12-\left(-\frac12\right)=1.$$

This is `chernContribution_jump`, which substitutes the two values into the difference. For a non-interacting insulator whose gap closes at a single isotropic cone of this form, it accounts for a change of one unit in the Chern number of the band when the mass changes sign; this assumes that the two bands touch no others and that their curvature in the rest of the Brillouin zone varies continuously through the transition. That last step is a physical argument about the lattice, whereas the theorem compares two integrals over the infinite plane. The gapless point $m=0$ is excluded from both.

```lean
/-- The Chern contributions of the cones with masses `m > 0` and `-m` differ by one. -/
theorem chernContribution_jump {m : ℝ} (hm : 0 < m) :
    chernContribution m - chernContribution (-m) = 1 := by
  rw [(chernContribution_eq hm.ne').2, (chernContribution_eq (neg_ne_zero.2 hm.ne')).2,
    Real.sign_of_pos hm, Real.sign_of_neg (neg_lt_zero.2 hm)]
  norm_num

end

end MassiveDiracCone
```

```lean
#print axioms MassiveDiracCone.berryCurvature_eq
#print axioms MassiveDiracCone.radial_integral_cutoff
#print axioms MassiveDiracCone.chernContribution_jump
```

```
'MassiveDiracCone.berryCurvature_eq' depends on axioms: [propext, Classical.choice, Quot.sound]
'MassiveDiracCone.radial_integral_cutoff' depends on axioms: [propext, Classical.choice, Quot.sound]
'MassiveDiracCone.chernContribution_jump' depends on axioms: [propext, Classical.choice, Quot.sound]
```
